# A finite thermal bath with Hermitian coupling operators has a positive semidefinite spectral matrix obeying the KMS relation

The bath is given finitely many energy levels, so its spectral matrix $S(w)$ is a set of amplitudes at discrete energy gaps $w$ and not a smooth density in frequency. The file below proves that $S(w)$ is positive semidefinite when the bath operators are Hermitian, and that for arbitrary bath operators $S(-w)$ is the transpose of $S(w)$ times a Boltzmann factor.

In Lean 4 with Mathlib:

```lean
import Mathlib

open Matrix
open scoped ComplexOrder

namespace RedfieldBathSpectrum

noncomputable section

variable {n ι : Type*} [Fintype n]

/-- The Gibbs weight `exp (-β E_m) / Z` of level `m`, for a bath with at least one level. -/
def gibbs (β : ℝ) (E : n → ℝ) (m : n) : ℝ :=
  Real.exp (-β * E m) / ∑ k, Real.exp (-β * E k)

/-- The bath spectral matrix `S_ab(w)`: the sum of `p_m (B_a)_mn (B_b)_nm` over all pairs of
levels `(m, n)` with `E_n - E_m = w`. -/
def spectral (β : ℝ) (E : n → ℝ) (B : ι → Matrix n n ℂ) (w : ℝ) : Matrix ι ι ℂ :=
  Matrix.of fun a b => ∑ p : n × n with E p.2 - E p.1 = w,
    (gibbs β E p.1 : ℂ) * B a p.1 p.2 * B b p.2 p.1

/-- Every level has a strictly positive Gibbs weight. -/
theorem gibbs_pos (β : ℝ) (E : n → ℝ) (m : n) : 0 < gibbs β E m :=
  div_pos (Real.exp_pos _) (Finset.sum_pos (fun _ _ => Real.exp_pos _) ⟨m, Finset.mem_univ m⟩)

/-- The Gibbs weights of two levels differ by the Boltzmann factor of their energy gap. -/
theorem gibbs_ratio (β : ℝ) (E : n → ℝ) (m k : n) :
    gibbs β E k = Real.exp (-β * (E k - E m)) * gibbs β E m := by
  have h : Real.exp (-β * E k) = Real.exp (-β * (E k - E m)) * Real.exp (-β * E m) := by
    rw [← Real.exp_add]
    congr 1
    ring
  unfold gibbs
  rw [h, mul_div_assoc]

/-- For Hermitian bath operators, the quadratic form of `S(w)` is the thermally weighted sum of
the squared transition amplitudes of `∑ b, x_b B_b` at frequency `w`. -/
theorem spectral_quadratic_form [Fintype ι] (β : ℝ) (E : n → ℝ) (B : ι → Matrix n n ℂ)
    (hB : ∀ a, (B a).IsHermitian) (w : ℝ) (x : ι → ℂ) :
    star x ⬝ᵥ (spectral β E B w *ᵥ x) =
      ((∑ p : n × n with E p.2 - E p.1 = w,
        gibbs β E p.1 * ‖∑ b, x b * B b p.2 p.1‖ ^ 2 : ℝ) : ℂ) := by
  -- each squared amplitude is a double sum over the bath operators
  have key : ∀ p : n × n, ((gibbs β E p.1 * ‖∑ b, x b * B b p.2 p.1‖ ^ 2 : ℝ) : ℂ) =
      ∑ a, ∑ b, star (x a) * ((gibbs β E p.1 : ℂ) * B a p.1 p.2 * B b p.2 p.1 * x b) := by
    intro p
    have hc : star (∑ b, x b * B b p.2 p.1) = ∑ a, star (x a) * B a p.1 p.2 := by
      rw [star_sum]
      refine Finset.sum_congr rfl fun a _ => ?_
      rw [star_mul', (hB a).apply p.1 p.2]
    have hn : ((‖∑ b, x b * B b p.2 p.1‖ ^ 2 : ℝ) : ℂ) =
        star (∑ b, x b * B b p.2 p.1) * ∑ b, x b * B b p.2 p.1 := by
      rw [← Complex.normSq_eq_norm_sq, Complex.normSq_eq_conj_mul_self]
      rfl
    rw [Complex.ofReal_mul, hn, hc, Finset.sum_mul_sum, Finset.mul_sum]
    refine Finset.sum_congr rfl fun a _ => ?_
    rw [Finset.mul_sum]
    refine Finset.sum_congr rfl fun b _ => ?_
    ring
  rw [Complex.ofReal_sum, Finset.sum_congr rfl fun p _ => key p]
  simp only [dotProduct, Matrix.mulVec, spectral, Matrix.of_apply, Pi.star_apply,
    Finset.sum_mul, Finset.mul_sum]
  symm
  refine Finset.sum_comm.trans ?_
  exact Finset.sum_congr rfl fun a _ => Finset.sum_comm

/-- For Hermitian bath operators, the spectral matrix `S(w)` is positive semidefinite at every
frequency. -/
theorem spectral_posSemidef [Fintype ι] (β : ℝ) (E : n → ℝ) (B : ι → Matrix n n ℂ)
    (hB : ∀ a, (B a).IsHermitian) (w : ℝ) : (spectral β E B w).PosSemidef := by
  refine Matrix.PosSemidef.of_dotProduct_mulVec_nonneg ?_ fun x => ?_
  · refine Matrix.IsHermitian.ext fun a b => ?_
    simp only [spectral, Matrix.of_apply, star_sum]
    refine Finset.sum_congr rfl fun p _ => ?_
    have hg : star (gibbs β E p.1 : ℂ) = (gibbs β E p.1 : ℂ) := Complex.conj_ofReal _
    rw [star_mul', star_mul', hg, (hB b).apply p.2 p.1, (hB a).apply p.1 p.2]
    ring
  · rw [spectral_quadratic_form β E B hB w x]
    exact Complex.zero_le_real.2 (Finset.sum_nonneg fun p _ =>
      mul_nonneg (gibbs_pos β E p.1).le (sq_nonneg _))

/-- For Hermitian bath operators, the quadratic form of `S(w)` vanishes at `x` exactly when the
matrix element of `∑ b, x_b B_b` in row `k` and column `m`, which takes level `m` to level `k`, is
zero for all levels with `E_k - E_m = w`. -/
theorem spectral_form_eq_zero_iff [Fintype ι] (β : ℝ) (E : n → ℝ) (B : ι → Matrix n n ℂ)
    (hB : ∀ a, (B a).IsHermitian) (w : ℝ) (x : ι → ℂ) :
    star x ⬝ᵥ (spectral β E B w *ᵥ x) = 0 ↔
      ∀ m k, E k - E m = w → ∑ b, x b * B b k m = 0 := by
  rw [spectral_quadratic_form β E B hB w x, Complex.ofReal_eq_zero,
    Finset.sum_eq_zero_iff_of_nonneg fun p _ =>
      mul_nonneg (gibbs_pos β E p.1).le (sq_nonneg _)]
  constructor
  · intro h m k hmk
    have h0 := h (m, k) (Finset.mem_filter.2 ⟨Finset.mem_univ _, hmk⟩)
    have h1 := (mul_eq_zero.1 h0).resolve_left (gibbs_pos β E m).ne'
    exact norm_eq_zero.1 (pow_eq_zero_iff two_ne_zero |>.1 h1)
  · intro h p hp
    rw [h p.1 p.2 (Finset.mem_filter.1 hp).2]
    simp

/-- The KMS relation `S_ab(-w) = exp (-β w) S_ba(w)` for the bath spectral matrix. -/
theorem spectral_kms (β : ℝ) (E : n → ℝ) (B : ι → Matrix n n ℂ) (w : ℝ) (a b : ι) :
    spectral β E B (-w) a b = (Real.exp (-β * w) : ℂ) * spectral β E B w b a := by
  simp only [spectral, Matrix.of_apply, Finset.mul_sum]
  -- exchange the initial and the final level of each transition
  refine Finset.sum_nbij' Prod.swap Prod.swap ?_ ?_ (fun p _ => Prod.swap_swap p)
    (fun p _ => Prod.swap_swap p) ?_
  · intro p hp
    simp only [Finset.mem_filter, Finset.mem_univ, true_and, Prod.fst_swap,
      Prod.snd_swap] at hp ⊢
    linarith
  · intro p hp
    simp only [Finset.mem_filter, Finset.mem_univ, true_and, Prod.fst_swap,
      Prod.snd_swap] at hp ⊢
    linarith
  · intro p hp
    have h := (Finset.mem_filter.1 hp).2
    have hw : E p.1 - E p.2 = w := by linarith
    simp only [Prod.fst_swap, Prod.snd_swap]
    rw [gibbs_ratio β E p.2 p.1, hw, Complex.ofReal_mul]
    ring

variable [DecidableEq n]

/-- The Heisenberg operator `exp (i H z) A exp (-i H z)` at complex time `z`, in the energy
eigenbasis and with `ħ = 1`. -/
def heisenberg (E : n → ℝ) (A : Matrix n n ℂ) (z : ℂ) : Matrix n n ℂ :=
  Matrix.diagonal (fun m => Complex.exp (Complex.I * E m * z)) * A *
    Matrix.diagonal (fun m => Complex.exp (-(Complex.I * E m * z)))

/-- The bath correlation function `C_ab(z) = Tr (ρ B_a(z) B_b)` in the Gibbs state `ρ`. -/
def correlation (β : ℝ) (E : n → ℝ) (B : ι → Matrix n n ℂ) (z : ℂ) (a b : ι) : ℂ :=
  Matrix.trace (Matrix.diagonal (fun m => (gibbs β E m : ℂ)) * heisenberg E (B a) z * B b)

/-- The correlation function as a sum over pairs of levels, each oscillating at its energy gap. -/
theorem correlation_eq_sum (β : ℝ) (E : n → ℝ) (B : ι → Matrix n n ℂ) (z : ℂ) (a b : ι) :
    correlation β E B z a b = ∑ p : n × n,
      Complex.exp (-(Complex.I * ((E p.2 : ℂ) - E p.1) * z)) *
        ((gibbs β E p.1 : ℂ) * B a p.1 p.2 * B b p.2 p.1) := by
  rw [Fintype.sum_prod_type]
  simp only [correlation, heisenberg, Matrix.trace, Matrix.diag_apply]
  refine Finset.sum_congr rfl fun m _ => ?_
  rw [Matrix.mul_apply]
  refine Finset.sum_congr rfl fun k _ => ?_
  have h : Complex.exp (-(Complex.I * ((E k : ℂ) - E m) * z)) =
      Complex.exp (Complex.I * E m * z) * Complex.exp (-(Complex.I * E k * z)) := by
    rw [← Complex.exp_add]
    congr 1
    ring
  rw [Matrix.diagonal_mul, Matrix.mul_diagonal, Matrix.diagonal_mul, h]
  ring

/-- The spectral matrix gives the Fourier amplitudes of the bath correlation function:
`C_ab(z)` is the sum of `exp (-i w z) S_ab(w)` over the energy gaps `w` of the bath. -/
theorem correlation_eq_sum_spectral (β : ℝ) (E : n → ℝ) (B : ι → Matrix n n ℂ) (z : ℂ)
    (a b : ι) :
    correlation β E B z a b =
      ∑ w ∈ Finset.univ.image (fun p : n × n => E p.2 - E p.1),
        Complex.exp (-(Complex.I * (w : ℂ) * z)) * spectral β E B w a b := by
  have hmaps : ∀ p ∈ (Finset.univ : Finset (n × n)),
      E p.2 - E p.1 ∈ Finset.univ.image (fun p : n × n => E p.2 - E p.1) :=
    fun p hp => Finset.mem_image_of_mem (fun p : n × n => E p.2 - E p.1) hp
  -- group the pairs of levels by their energy gap
  rw [correlation_eq_sum, ← Finset.sum_fiberwise_of_maps_to hmaps]
  refine Finset.sum_congr rfl fun w _ => ?_
  simp only [spectral, Matrix.of_apply, Finset.mul_sum]
  refine Finset.sum_congr rfl fun p hp => ?_
  have hw : E p.2 - E p.1 = w := (Finset.mem_filter.1 hp).2
  rw [← hw, Complex.ofReal_sub]

/-- The KMS condition in the time domain: `C_ab(z - i β) = C_ba(-z)`. -/
theorem correlation_kms (β : ℝ) (E : n → ℝ) (B : ι → Matrix n n ℂ) (z : ℂ) (a b : ι) :
    correlation β E B (z - Complex.I * β) a b = correlation β E B (-z) b a := by
  rw [correlation_eq_sum, correlation_eq_sum]
  refine Fintype.sum_equiv (Equiv.prodComm n n) _ _ fun p => ?_
  simp only [Equiv.prodComm_apply, Prod.fst_swap, Prod.snd_swap]
  -- the imaginary time shift supplies the Boltzmann factor
  have h : Complex.exp (-(Complex.I * ((E p.2 : ℂ) - E p.1) * (z - Complex.I * β))) =
      Complex.exp (-(Complex.I * ((E p.1 : ℂ) - E p.2) * (-z))) *
        Complex.exp ((-β * (E p.2 - E p.1) : ℝ) : ℂ) := by
    rw [← Complex.exp_add]
    congr 1
    push_cast
    linear_combination ((β : ℂ) * ((E p.2 : ℂ) - E p.1)) * Complex.I_sq
  rw [gibbs_ratio β E p.1 p.2, Complex.ofReal_mul, Complex.ofReal_exp, h]
  ring

end

end RedfieldBathSpectrum
```

```lean
#print axioms RedfieldBathSpectrum.spectral_posSemidef
-- 'RedfieldBathSpectrum.spectral_posSemidef' depends on axioms: [propext, Classical.choice, Quot.sound]
#print axioms RedfieldBathSpectrum.spectral_kms
-- 'RedfieldBathSpectrum.spectral_kms' depends on axioms: [propext, Classical.choice, Quot.sound]
#print axioms RedfieldBathSpectrum.correlation_eq_sum_spectral
-- 'RedfieldBathSpectrum.correlation_eq_sum_spectral' depends on axioms: [propext, Classical.choice, Quot.sound]
#print axioms RedfieldBathSpectrum.correlation_kms
-- 'RedfieldBathSpectrum.correlation_kms' depends on axioms: [propext, Classical.choice, Quot.sound]
```

## The spectral matrix and its two properties

The type `n` labels the bath levels, written $m$ and $k$ here, and `E` gives their real energies $E_m$. The type `ι` labels the bath operators $B_a$, which are complex matrices in the energy eigenbasis. At inverse temperature $\beta$, `gibbs β E m` is the normalised weight
$$p_m = \frac{e^{-\beta E_m}}{\sum_k e^{-\beta E_k}},$$
and `spectral β E B w` is the matrix with entries
$$S_{ab}(w) = \sum_{(m,k):\,E_k-E_m=w} p_m\,(B_a)_{mk}(B_b)_{km}.$$
In the code a pair `p` has `p.1` $=m$ and `p.2` $=k$.

`spectral_posSemidef` says that for finitely many Hermitian $B_a$ the matrix $S(w)$ is positive semidefinite at every real $w$. `spectral_kms` says that
$$S_{ab}(-w) = e^{-\beta w}S_{ba}(w),$$
with no condition on the operators. Both hold for every real $\beta$. If $w$ is not an energy gap of the bath, the sum is empty and $S(w)=0$.

Positivity does need some condition on the operators: for a bath with one level and the single operator $B=i$, the definition gives $S(0)=-1$.

## Absorption, emission and the Redfield correlation function

The element $(B_b)_{km}$ takes the bath from $m$ to $k$. A positive $w$ therefore means that the bath absorbs energy, and a negative $w$ that it gives energy up. The KMS relation says that emission is weaker than absorption by the Boltzmann factor when $\beta$ and $w$ are positive, with the operator indices exchanged.

Redfield theory starts from the bath correlation function. The file defines it independently of $S$, with $\hbar=1$ and $\rho$ the Gibbs state:
$$C_{ab}(z)=\mathrm{Tr}\big(\rho\,B_a(z)B_b\big),\qquad B_a(z)=e^{iHz}B_ae^{-iHz}.$$
Here $H$ is the diagonal bath Hamiltonian, and $z$ may be complex so that imaginary time shifts make sense. `correlation_eq_sum_spectral` identifies the $S_{ab}(w)$ as the Fourier amplitudes of this function.

In the secular form of Redfield theory, positivity of the bath spectrum gives a dissipator of Lindblad type and KMS gives detailed balance; the theorems supply these two properties for the discrete spectrum of a finite bath, without the continuum limit in which true decay rates arise. The system, its master equation and the Markov approximation do not enter. Nor are the thermal averages of the $B_a$ assumed to vanish, so $S_{ab}(0)$ includes their product $\langle B_a\rangle\langle B_b\rangle$.

## Positivity as a sum of squared amplitudes

Let $x_a$ be complex coefficients and put $X=\sum_b x_bB_b$. Inserting the definition of $S$ and exchanging the finite sums gives
$$\sum_{a,b}x_a^*S_{ab}(w)x_b=\sum_{E_k-E_m=w}p_m\Big(\sum_a x_a^*(B_a)_{mk}\Big)\Big(\sum_b x_b(B_b)_{km}\Big).$$
Hermiticity means $(B_a)_{mk}=(B_a)_{km}^*$, so the first bracket is the complex conjugate of the second, which is $X_{km}$. Hence
$$\sum_{a,b}x_a^*S_{ab}(w)x_b=\sum_{E_k-E_m=w}p_m|X_{km}|^2\ge 0.$$

This identity is `spectral_quadratic_form`. Its step `hc` is the conjugation of the bracket, `hn` writes the squared modulus as a product, and the closing `Finset.sum_comm` steps exchange the sums. Mathlib's `PosSemidef` also asks that $S(w)$ be Hermitian, which `spectral_posSemidef` checks entry by entry:
$$S_{ba}(w)^*=\sum_{E_k-E_m=w} p_m(B_b)_{km}(B_a)_{mk}=S_{ab}(w).$$

Every $p_m$ is strictly positive (`gibbs_pos`), so the sum vanishes only if each $|X_{km}|^2$ in it does. This is `spectral_form_eq_zero_iff`: the form is zero at $x$ exactly when $X_{km}=0$ for all pairs with $E_k-E_m=w$. At $w=0$ these include the diagonal elements $X_{mm}$.

The same argument gives a neighbouring result for operators that need not be Hermitian. If $(B_a)_{mk}$ in the definition is replaced by $(B_a^\dagger)_{mk}=(B_a)_{km}^*$, the first bracket is the conjugate of the second from the start, and the resulting matrix is positive semidefinite for arbitrary $B_a$.

## KMS by exchanging the two levels

The Gibbs weights satisfy $p_k=e^{-\beta(E_k-E_m)}p_m$, because the partition function is common to both; this is `gibbs_ratio`. In $S_{ab}(-w)$ the pairs obey $E_k-E_m=-w$. Exchanging the names $m$ and $k$ gives
$$S_{ab}(-w)=\sum_{E_k-E_m=w}p_k(B_a)_{km}(B_b)_{mk}
=e^{-\beta w}\sum_{E_k-E_m=w}p_m(B_b)_{mk}(B_a)_{km},$$
and the last sum is $S_{ba}(w)$. In `spectral_kms` the renaming is done by `Finset.sum_nbij'` with `Prod.swap`, and the two membership goals, each closed by `linarith`, confirm that swapped pairs have the opposite gap.

## The same relation in imaginary time

Writing out the trace with diagonal $\rho$ and $H$ gives `correlation_eq_sum`:
$$C_{ab}(z)=\sum_{m,k}e^{-i(E_k-E_m)z}\,p_m(B_a)_{mk}(B_b)_{km}.$$
Collecting the pairs with equal gap, which `Finset.sum_fiberwise_of_maps_to` does, yields
$$C_{ab}(z)=\sum_w e^{-iwz}S_{ab}(w),$$
where $w$ runs once over each distinct gap.

Shifting $z$ to $z-i\beta$ multiplies each term of the double sum by $e^{-\beta(E_k-E_m)}$, which turns $p_m$ into $p_k$. Exchanging $m$ and $k$ then gives
$$C_{ab}(z-i\beta)=\sum_{m,k}e^{-i(E_k-E_m)(-z)}\,p_m(B_b)_{mk}(B_a)_{km}=C_{ba}(-z).$$
This is `correlation_kms`. Its step `h` extracts the Boltzmann factor using $i^2=-1$, and `Equiv.prodComm` exchanges the levels.
